# A coherent state minimises the photon energy of one cavity mode in QED Hartree–Fock at fixed dipole moments

A cavity mode in the mean field of a molecule is to be brought to its lowest energy, and since photon annihilation is an unbounded operator, the formal statement takes it as a linear map \(a\) defined only on a subspace of the photon state space. A photon state \(\psi\) is then a vector in that subspace, with \(\|\psi\|=1\).

Let \(\omega>0\) be the mode frequency, \(D\) the mean of the coupled dipole (the component of the molecular dipole along the mode's polarisation, multiplied by the light-matter coupling strength) and \(M\) the mean of its square, both for a fixed electronic state. The photon energy here includes the coupling to the dipole and the dipole self-energy \(M/2\), in the dipole approximation and the length gauge. With \(\hbar=1\), without the zero-point energy, and with an inner product linear in its second argument, it is

\[
E(\psi)=\omega\|a\psi\|^2-\sqrt{2\omega}\,D\,\mathrm{Re}\langle\psi,a\psi\rangle+\tfrac{M}{2}.
\]

It satisfies

\[
E(\psi)\ \ge\ \tfrac12\,(M-D^2),\qquad\text{with equality exactly when } a\psi=z\psi,\quad z=\frac{D}{\sqrt{2\omega}} .
\]

In the Fock space of one mode the bound is attained, and only by the coherent state of displacement \(z\), up to a phase.

## Half the dipole variance as the photon contribution

A QED Hartree–Fock code in the coherent-state representation does not optimise photon amplitudes. It displaces the mode by \(z\) and adds \(\tfrac12(M-D^2)\), half the variance of the coupled dipole, to the electronic energy. The bound justifies this for a single mode and a product of an electronic and a photon state.

The sign of \(z\) follows the sign of the coupling term. A code that writes the coupling as \(+\sqrt{\omega/2}\,D(a+a^\dagger)\) needs \(z=-D/\sqrt{2\omega}\).

The bound also applies to a product-state calculation that expands the photon state in undisplaced number states up to a maximum number, because it holds for any linear \(a\), including a truncated matrix. Such a matrix is nilpotent and has 0 as its only eigenvalue. For \(D\neq0\) the truncated energy therefore lies strictly above \(\tfrac12(M-D^2)\) at every finite cutoff, a consequence drawn here in prose and not stated in Lean. In such a product-state calculation, a value below the bound by more than rounding signals an error, such as a wrong prefactor, an unnormalised photon vector, or values of \(D\) and \(M\) that differ between the energy and the bound.

## Completing the square and solving the recursion

The mean-field Hamiltonian of the mode is \(\omega a^\dagger a-\sqrt{\omega/2}\,D(a+a^\dagger)+M/2\). Its expectation value follows from

\[
\langle\psi,a^\dagger a\psi\rangle=\|a\psi\|^2,\qquad
\langle\psi,(a+a^\dagger)\psi\rangle=2\,\mathrm{Re}\langle\psi,a\psi\rangle,
\]

and \(2\sqrt{\omega/2}=\sqrt{2\omega}\), which gives \(E(\psi)\).

Since \(z\) is real and \(\|\psi\|=1\),

\[
\|a\psi-z\psi\|^2=\|a\psi\|^2-2z\,\mathrm{Re}\langle\psi,a\psi\rangle+z^2 .
\]

Multiply by \(\omega\) and use \(2\omega z=\sqrt{2\omega}\,D\) and \(\omega z^2=D^2/2\):

\[
E(\psi)=\omega\|a\psi-z\psi\|^2+\tfrac12(M-D^2).
\]

The first term is non-negative, and because \(\omega>0\) it vanishes exactly when \(a\psi=z\psi\).

In Fock space, \(\psi\) has amplitudes \(c_n\) with \(n=0,1,2,\dots\), and \((ac)_n=\sqrt{n+1}\,c_{n+1}\). The eigenvalue equation becomes

\[
\sqrt{n+1}\,c_{n+1}=z\,c_n,\qquad\text{so}\qquad c_n=c_0\,\frac{z^n}{\sqrt{n!}} .
\]

Normalisation requires \(|c_0|^2\sum_n z^{2n}/n!=|c_0|^2e^{z^2}=1\). Hence \(c_0=u\,e^{-z^2/2}\) with \(|u|=1\), which is the coherent state times a phase. Conversely, these amplitudes satisfy the recursion. Then \(ac=zc\) is square-summable, so the state lies in the domain of \(a\) and attains the bound. For \(D=0\) it is the vacuum.

To see that \(M-D^2\) is a variance, let \(d\) be a symmetric coupled dipole operator and \(\Phi\) a normalised electronic state. Then \(D=\langle\Phi,d\Phi\rangle\), \(M=\langle\Phi,d^2\Phi\rangle=\|d\Phi\|^2\), and

\[
\|(d-D)\Phi\|^2=\|d\Phi\|^2-2D\langle\Phi,d\Phi\rangle+D^2=M-D^2 .
\]

## Lean source for the bound and its minimisers

```lean
import Mathlib

open scoped InnerProductSpace

namespace QEDHartreeFockCoherent

noncomputable section

variable {H : Type*} [NormedAddCommGroup H] [InnerProductSpace ℂ H]

/-- Photon energy of a normalised state `ψ` in the mean field of the electrons: `ω` is the mode
frequency, `D` the mean coupled dipole and `M` the mean squared coupled dipole. -/
def photonEnergy (a : H →ₗ.[ℂ] H) (ω D M : ℝ) (ψ : a.domain) : ℝ :=
  ω * ‖a ψ‖ ^ 2 - √(2 * ω) * D * (inner ℂ (ψ : H) (a ψ)).re + M / 2

/-- The mean-field displacement `z = D / √(2ω)` of the mode, for `ω > 0`. -/
def displacement (ω D : ℝ) : ℝ := D / √(2 * ω)

/-- The squared distance of `φ` from a real multiple of a normalised state `x`. -/
theorem norm_sub_smul_sq (x φ : H) (z : ℝ) (hx : ‖x‖ = 1) :
    ‖φ - (z : ℂ) • x‖ ^ 2 = ‖φ‖ ^ 2 - 2 * z * (inner ℂ x φ).re + z ^ 2 := by
  have h : (inner ℂ φ x).re = (inner ℂ x φ).re := by
    rw [← inner_conj_symm φ x, Complex.conj_re]
  have h2 : RCLike.re (inner ℂ φ ((z : ℂ) • x)) = z * (inner ℂ x φ).re := by
    rw [inner_smul_right, ← h]
    exact Complex.re_ofReal_mul _ _
  rw [norm_sub_sq (𝕜 := ℂ), h2, norm_smul, hx, Complex.norm_real, Real.norm_eq_abs, mul_one,
    sq_abs]
  ring

/-- On a complete space, for a densely defined `a` and a normalised `ψ` on which all terms are
defined, the photon energy is the real part of the expectation value of
`ω a†a - √(ω/2) D (a + a†) + M/2`. -/
theorem expectation_eq_photonEnergy [CompleteSpace H] (a : H →ₗ.[ℂ] H)
    (ha : Dense (a.domain : Set H)) (ω D M : ℝ) (ψ : a.domain) (hψ : ‖(ψ : H)‖ = 1)
    (h1 : (ψ : H) ∈ a.adjoint.domain) (h2 : a ψ ∈ a.adjoint.domain) :
    (inner ℂ (ψ : H) ((ω : ℂ) • a.adjoint ⟨a ψ, h2⟩
      - ((√(ω / 2) * D : ℝ) : ℂ) • (a ψ + a.adjoint ⟨ψ, h1⟩)
      + ((M / 2 : ℝ) : ℂ) • (ψ : H))).re = photonEnergy a ω D M ψ := by
  -- move the adjoint to the other side of the inner product
  have had : ∀ y : a.adjoint.domain,
      inner ℂ (ψ : H) (a.adjoint y) = inner ℂ (a ψ) (y : H) := by
    intro y
    rw [← inner_conj_symm (ψ : H) (a.adjoint y), LinearPMap.adjoint_isFormalAdjoint ha y ψ,
      inner_conj_symm]
  have e1 : (inner ℂ (a ψ) (a ψ)).re = ‖a ψ‖ ^ 2 := inner_self_eq_norm_sq (𝕜 := ℂ) _
  have e2 : (inner ℂ (a ψ) (ψ : H)).re = (inner ℂ (ψ : H) (a ψ)).re := by
    rw [← inner_conj_symm (a ψ) (ψ : H), Complex.conj_re]
  have e3 : (inner ℂ (ψ : H) (ψ : H)).re = 1 := by
    have h : (inner ℂ (ψ : H) (ψ : H)).re = ‖(ψ : H)‖ ^ 2 := inner_self_eq_norm_sq (𝕜 := ℂ) _
    rw [h, hψ, one_pow]
  have hs : √(2 * ω) = 2 * √(ω / 2) := by
    rw [show 2 * ω = 2 ^ 2 * (ω / 2) by ring, Real.sqrt_mul (by positivity),
      Real.sqrt_sq (by norm_num)]
  simp only [inner_add_right, inner_sub_right, inner_smul_right, had, Complex.add_re,
    Complex.sub_re, Complex.re_ofReal_mul, e1, e2, e3, photonEnergy, hs]
  ring

/-- For a symmetric dipole operator `d` and a normalised electronic state `Φ`, the variance
`⟨d²⟩ - ⟨d⟩²` is the squared norm of the dipole fluctuation `(d - ⟨d⟩)Φ`. -/
theorem dipole_variance (d : H →ₗ[ℂ] H) (hd : d.IsSymmetric) (Φ : H) (hΦ : ‖Φ‖ = 1) :
    (inner ℂ Φ (d (d Φ))).re - (inner ℂ Φ (d Φ)).re ^ 2
      = ‖d Φ - ((inner ℂ Φ (d Φ)).re : ℂ) • Φ‖ ^ 2 := by
  have h : (inner ℂ (d Φ) (d Φ)).re = ‖d Φ‖ ^ 2 := inner_self_eq_norm_sq (𝕜 := ℂ) _
  rw [norm_sub_smul_sq _ _ _ hΦ, ← hd Φ (d Φ), h]
  ring

/-- Completing the square: for `ω > 0` and normalised `ψ`, the photon energy is `(M - D²)/2` plus
`ω` times the squared norm of `aψ - zψ`. -/
theorem photonEnergy_eq_square (a : H →ₗ.[ℂ] H) {ω : ℝ} (hω : 0 < ω) (D M : ℝ)
    (ψ : a.domain) (hψ : ‖(ψ : H)‖ = 1) :
    photonEnergy a ω D M ψ
      = ω * ‖a ψ - (displacement ω D : ℂ) • (ψ : H)‖ ^ 2 + (M - D ^ 2) / 2 := by
  have hs : √(2 * ω) ^ 2 = 2 * ω := Real.sq_sqrt (by positivity)
  have hD : displacement ω D * √(2 * ω) = D :=
    div_mul_cancel₀ D (Real.sqrt_pos.2 (by positivity)).ne'
  rw [norm_sub_smul_sq _ _ _ hψ, photonEnergy]
  linear_combination
    (√(2 * ω) * (inner ℂ (ψ : H) (a ψ)).re - (displacement ω D * √(2 * ω) + D) / 2) * hD
    + (displacement ω D ^ 2 / 2 - displacement ω D * (inner ℂ (ψ : H) (a ψ)).re) * hs

/-- For `ω > 0` the photon energy of a normalised state is at least `(M - D²)/2`, with equality
exactly when the state is an eigenvector of `a` with eigenvalue `z = D / √(2ω)`. -/
theorem photonEnergy_bound (a : H →ₗ.[ℂ] H) {ω : ℝ} (hω : 0 < ω) (D M : ℝ)
    (ψ : a.domain) (hψ : ‖(ψ : H)‖ = 1) :
    (M - D ^ 2) / 2 ≤ photonEnergy a ω D M ψ ∧
    (photonEnergy a ω D M ψ = (M - D ^ 2) / 2 ↔
      a ψ = (displacement ω D : ℂ) • (ψ : H)) := by
  rw [photonEnergy_eq_square a hω D M ψ hψ]
  refine ⟨le_add_of_nonneg_left (by positivity), ?_⟩
  rw [add_eq_right, mul_eq_zero, or_iff_right hω.ne', sq_eq_zero_iff, norm_eq_zero, sub_eq_zero]

/-- The Fock space of one mode: square-summable amplitudes of the photon-number states. -/
abbrev Fock := lp (fun _ : ℕ => ℂ) 2

/-- The action `(a c)ₙ = √(n+1) cₙ₊₁` of photon annihilation on amplitudes. -/
def lower : (ℕ → ℂ) →ₗ[ℂ] (ℕ → ℂ) where
  toFun c n := ((√((n : ℝ) + 1) : ℝ) : ℂ) * c (n + 1)
  map_add' x y := by
    ext n
    simp only [Pi.add_apply]
    ring
  map_smul' r x := by
    ext n
    simp only [Pi.smul_apply, smul_eq_mul, RingHom.id_apply]
    ring

/-- The annihilation operator on Fock space, defined on all states that it maps into Fock space. -/
def annihilation : Fock →ₗ.[ℂ] Fock where
  domain :=
    { carrier := {c | Memℓp (E := fun _ : ℕ => ℂ) (lower ⇑c) 2}
      add_mem' := by
        intro x y hx hy
        have e : lower ⇑(x + y) = lower ⇑x + lower ⇑y := map_add lower _ _
        change Memℓp (E := fun _ : ℕ => ℂ) (lower ⇑(x + y)) 2
        rw [e]
        exact Memℓp.add hx hy
      zero_mem' := by
        have e : lower ⇑(0 : Fock) = ⇑(0 : Fock) := map_zero lower
        change Memℓp (E := fun _ : ℕ => ℂ) (lower ⇑(0 : Fock)) 2
        rw [e]
        exact lp.memℓp (0 : Fock)
      smul_mem' := by
        intro r x hx
        have e : lower ⇑(r • x) = r • lower ⇑x := map_smul lower r _
        change Memℓp (E := fun _ : ℕ => ℂ) (lower ⇑(r • x)) 2
        rw [e]
        exact Memℓp.const_smul hx r }
  toFun :=
    { toFun := fun c => ⟨lower ⇑c.1, c.2⟩
      map_add' := fun _ _ => Subtype.ext (map_add lower _ _)
      map_smul' := fun r _ => Subtype.ext (map_smul lower r _) }

/-- The amplitude `exp(-z²/2) zⁿ / √n!` of `n` photons in a coherent state. -/
def amp (z : ℝ) (n : ℕ) : ℝ := Real.exp (-z ^ 2 / 2) * z ^ n / √(n.factorial : ℝ)

/-- The photon-number probabilities of a coherent state sum to one. -/
theorem hasSum_amp_sq (z : ℝ) : HasSum (fun n => amp z n ^ 2) 1 := by
  have h := (NormedSpace.expSeries_div_hasSum_exp (z ^ 2)).mul_left (Real.exp (-z ^ 2))
  rw [← Real.exp_eq_exp_ℝ, ← Real.exp_add, neg_add_cancel, Real.exp_zero] at h
  have e : Real.exp (-z ^ 2 / 2) ^ 2 = Real.exp (-z ^ 2) := by
    rw [← Real.exp_nat_mul]
    congr 1
    push_cast
    ring
  refine h.congr_fun ?_
  intro n
  rw [amp, div_pow, mul_pow, Real.sq_sqrt (by positivity), e]
  ring

/-- Removing a photon from a coherent state multiplies its amplitudes by `z`. -/
theorem amp_succ (z : ℝ) (n : ℕ) : √((n : ℝ) + 1) * amp z (n + 1) = z * amp z n := by
  have h1 : √((n : ℝ) + 1) ≠ 0 := (Real.sqrt_pos.2 (by positivity)).ne'
  have h2 : √(n.factorial : ℝ) ≠ 0 := (Real.sqrt_pos.2 (by positivity)).ne'
  rw [amp, amp, Nat.factorial_succ, Nat.cast_mul, Nat.cast_succ, Real.sqrt_mul (by positivity),
    pow_succ z n]
  field_simp

/-- The coherent state with real displacement `z`. -/
def coherent (z : ℝ) : Fock :=
  ⟨fun n => (amp z n : ℂ), memℓp_gen (by simpa using (hasSum_amp_sq z).summable)⟩

/-- Coherent states are normalised. -/
theorem norm_coherent (z : ℝ) : ‖coherent z‖ = 1 := by
  have h := lp.norm_rpow_eq_tsum (p := 2) (by norm_num) (coherent z)
  have hc : ∀ n, coherent z n = (amp z n : ℂ) := fun _ => rfl
  simp only [ENNReal.toReal_ofNat, Real.rpow_ofNat, hc, Complex.norm_real, Real.norm_eq_abs,
    sq_abs, (hasSum_amp_sq z).tsum_eq] at h
  exact (pow_eq_one_iff_of_nonneg (norm_nonneg _) two_ne_zero).1 h

/-- In Fock space with `ω > 0`, a normalised state has photon energy `(M - D²)/2` exactly when it is
the coherent state with displacement `D / √(2ω)`, up to a phase. -/
theorem minimiser_iff_coherent {ω : ℝ} (hω : 0 < ω) (D M : ℝ) (ψ : annihilation.domain)
    (hψ : ‖(ψ : Fock)‖ = 1) :
    photonEnergy annihilation ω D M ψ = (M - D ^ 2) / 2 ↔
      ∃ u : ℂ, ‖u‖ = 1 ∧ (ψ : Fock) = u • coherent (displacement ω D) := by
  rw [(photonEnergy_bound annihilation hω D M ψ hψ).2]
  generalize displacement ω D = z
  have hA : ∀ n : ℕ, ((√((n : ℝ) + 1) : ℝ) : ℂ) * (amp z (n + 1) : ℂ) = z * (amp z n : ℂ) :=
    fun n => by exact_mod_cast amp_succ z n
  constructor
  · intro h
    have hc : ∀ n : ℕ, ((√((n : ℝ) + 1) : ℝ) : ℂ) * ψ.1 (n + 1) = z * ψ.1 n :=
      fun n => congrArg (fun f : Fock => f n) h
    have h0 : (amp z 0 : ℂ) ≠ 0 := by
      simp [amp]
    -- the eigenvalue recursion fixes all amplitudes by that of the vacuum
    have hn : ∀ n : ℕ, ψ.1 n = ψ.1 0 / (amp z 0 : ℂ) * (amp z n : ℂ) := by
      intro n
      induction n with
      | zero => exact (div_mul_cancel₀ _ h0).symm
      | succ n ih =>
        have hs : ((√((n : ℝ) + 1) : ℝ) : ℂ) ≠ 0 :=
          Complex.ofReal_ne_zero.2 (Real.sqrt_pos.2 (by positivity)).ne'
        apply mul_left_cancel₀ hs
        linear_combination hc n + (z : ℂ) * ih - ψ.1 0 / (amp z 0 : ℂ) * hA n
    have he : (ψ : Fock) = (ψ.1 0 / (amp z 0 : ℂ)) • coherent z := lp.ext (funext hn)
    refine ⟨_, ?_, he⟩
    rw [he, norm_smul, norm_coherent, mul_one] at hψ
    exact hψ
  · rintro ⟨u, -, hu⟩
    have hn : ∀ n : ℕ, ψ.1 n = u * (amp z n : ℂ) :=
      fun n => congrArg (fun f : Fock => f n) hu
    refine lp.ext (funext fun n => ?_)
    change ((√((n : ℝ) + 1) : ℝ) : ℂ) * ψ.1 (n + 1) = z * ψ.1 n
    rw [hn, hn]
    linear_combination u * hA n

/-- For `ω > 0`, the minimum of the photon energy over normalised states in the domain of the
annihilation operator on Fock space exists and equals `(M - D²)/2`. -/
theorem isLeast_photonEnergy {ω : ℝ} (hω : 0 < ω) (D M : ℝ) :
    IsLeast {E | ∃ ψ : annihilation.domain, ‖(ψ : Fock)‖ = 1 ∧
      photonEnergy annihilation ω D M ψ = E} ((M - D ^ 2) / 2) := by
  constructor
  · -- the coherent state lies in the domain, since annihilation only rescales it
    have hm : coherent (displacement ω D) ∈ annihilation.domain := by
      have e : lower ⇑(coherent (displacement ω D))
          = (displacement ω D : ℂ) • ⇑(coherent (displacement ω D)) := by
        funext n
        change ((√((n : ℝ) + 1) : ℝ) : ℂ) * (amp (displacement ω D) (n + 1) : ℂ)
          = (displacement ω D : ℂ) * (amp (displacement ω D) n : ℂ)
        exact_mod_cast amp_succ (displacement ω D) n
      change Memℓp (E := fun _ : ℕ => ℂ) (lower ⇑(coherent (displacement ω D))) 2
      rw [e]
      exact Memℓp.const_smul (lp.memℓp (coherent (displacement ω D))) _
    exact ⟨⟨_, hm⟩, norm_coherent _, (minimiser_iff_coherent hω D M ⟨_, hm⟩ (norm_coherent _)).2
      ⟨1, norm_one, (one_smul ℂ _).symm⟩⟩
  · rintro E ⟨ψ, hψ, rfl⟩
    exact (photonEnergy_bound annihilation hω D M ψ hψ).1

end

end QEDHartreeFockCoherent
```

```lean
#print axioms QEDHartreeFockCoherent.expectation_eq_photonEnergy
-- 'QEDHartreeFockCoherent.expectation_eq_photonEnergy' depends on axioms: [propext, Classical.choice, Quot.sound]
#print axioms QEDHartreeFockCoherent.dipole_variance
-- 'QEDHartreeFockCoherent.dipole_variance' depends on axioms: [propext, Classical.choice, Quot.sound]
#print axioms QEDHartreeFockCoherent.isLeast_photonEnergy
-- 'QEDHartreeFockCoherent.isLeast_photonEnergy' depends on axioms: [propext, Classical.choice, Quot.sound]
```

## Reading the theorems as physics

The type `H →ₗ.[ℂ] H` is that of a partially defined linear operator on a complex inner-product space, and `ψ : a.domain` is a state on which it acts. In `photonEnergy_bound`, `a` is any such operator. No commutation relation is assumed, and `D` and `M` are arbitrary real numbers. The theorem gives the lower bound and the equality condition, with `displacement ω D` for \(z\).

The type `Fock` consists of the square-summable complex sequences, and `annihilation` acts on every sequence that it maps back into that space. For this operator, `minimiser_iff_coherent` identifies the minimisers, and `isLeast_photonEnergy` says that \(\tfrac12(M-D^2)\) is a minimum over normalised states in the domain, not merely an infimum.

Two theorems tie the functional to operators:

- `expectation_eq_photonEnergy` uses the true adjoint of `a`. It assumes a complete space, a dense domain, and that both \(\psi\) and \(a\psi\) lie in the domain of the adjoint. These conditions are not verified for `annihilation` and the coherent state; the minimum is proved for the functional itself.
- `dipole_variance` takes a dipole operator defined on the whole space, as a dipole matrix in a finite basis is. There \(M\) must come from the square of that same matrix. If \(M\) comes from second-moment integrals instead, \(M-D^2\) also contains the squared norm of the part of \(d\Phi\) that leaves the basis.

The step left to the reader is the evaluation of the full light-matter Hamiltonian in a product state, which yields the electronic energy plus \(E(\psi)\). The electronic state stays fixed throughout, so nothing is said about self-consistent orbitals, several modes or electron-photon correlation.

## From the square to the coherent state in Lean

The lemma `norm_sub_smul_sq` is the expansion of \(\|a\psi-z\psi\|^2\), stated for any vector in place of \(a\psi\) and any unit vector in place of \(\psi\); `dipole_variance` uses it again. In `photonEnergy_eq_square`, the facts `hs` and `hD` are \((\sqrt{2\omega})^2=2\omega\) and \(z\sqrt{2\omega}=D\), and `linear_combination` combines them into the completed square. `photonEnergy_bound` then reads off the sign of the square and the condition for it to vanish. In `expectation_eq_photonEnergy`, the local fact `had` moves the adjoint to the other side of the inner product.

For the coherent state, `hasSum_amp_sq` sums the photon-number probabilities with the exponential series, `norm_coherent` turns this into unit norm, and `amp_succ` is the amplitude recursion. The forward direction of `minimiser_iff_coherent` proves by induction on \(n\) that each amplitude is the coherent one times a common factor, cancelling \(\sqrt{n+1}\) at each step; the norm then makes that factor a phase. The reverse direction substitutes the coherent amplitudes into the recursion. `isLeast_photonEnergy` adds that the coherent state lies in the domain.

## An unnormalised photon vector can fall below the bound

Take \(\omega=\tfrac12\) and \(D=1\), so that \(z=1\), and let \(\psi\) be \(r>0\) times the coherent state of displacement 1 in Fock space. Then \(a\psi=\psi\) and \(\|\psi\|=r\), and the formula for \(E\) gives

\[
E(\psi)=\tfrac12r^2-r^2+\tfrac{M}{2}=\tfrac12(M-r^2).
\]

At \(r=2\) this is \(\tfrac12(M-4)\), below the claimed minimum \(\tfrac12(M-1)\). For this formula, in which \(M/2\) is not multiplied by \(\|\psi\|^2\), the inequality alone needs only \(\|\psi\|\le1\), by the same square. The equality condition needs more: for \(r<1\) the eigenvalue equation holds, but the energy lies above the bound.

A code that evaluates the mean-field Hamiltonian between unnormalised vectors multiplies \(M/2\) by \(r^2\) as well. It obtains \(\tfrac12r^2(M-1)\), which for \(M>1\) is below the bound when \(r<1\) and above it when \(r>1\).
